# Imaginary-time integration of $b^\dagger A^{-1}b$ for positive definite $A$, with a bound on the cutoff error

Take a single perturber state with excitation energy $\lambda>0$ and coupling $b\in\mathbb C$. Integrating its decaying exponential up to $T\ge 0$ gives

$$\int_0^T |b|^2e^{-\tau\lambda}\,d\tau=\frac{|b|^2}{\lambda}-\frac{|b|^2e^{-T\lambda}}{\lambda}.$$

The first term is the magnitude of the second-order energy $-|b|^2/\lambda$, and the second is what the cutoff misses. If only $\lambda\ge a>0$ is known, the missing part is at most $|b|^2e^{-aT}/a$.

For a Hermitian matrix $A$ with all eigenvalues at least $a>0$ and a complex vector $b$, let $C(\tau)=b^\dagger e^{-\tau A}b$. Then

$$\int_0^\infty C(\tau)\,d\tau=b^\dagger A^{-1}b,\qquad
0\le b^\dagger A^{-1}b-\int_0^T C(\tau)\,d\tau\le\frac{e^{-aT}\|b\|^2}{a}.$$

The upper bound is attained exactly when $Ab=ab$.

## Choosing the cutoff in imaginary-time NEVPT2

In second-order n-electron valence state perturbation theory (NEVPT2), $A$ is the zeroth-order Hamiltonian on the perturber space minus the reference energy, and $b$ holds the couplings to the reference. The second-order energy is $-b^\dagger A^{-1}b$, which an imaginary-time code obtains by propagation instead of a linear solve. For a finite orthonormal perturber basis and exact propagation and integration, the cutoff leaves this energy too high by at most $e^{-aT}\|b\|^2/a$. For $b\ne0$, a tolerance $\varepsilon>0$ is therefore met by $T\ge\max\{0,\ln(\|b\|^2/(a\varepsilon))/a\}$.

## Spectral weights and the exact remainder

Write $A=VDV^\dagger$ with $V$ unitary and $D=\mathrm{diag}(\lambda_i)$, and set $w_i=|(V^\dagger b)_i|^2$. Since $VV^\dagger=1$, $\sum_i w_i=\|b\|^2$. The exponential and the inverse act on each eigenvalue separately, so

$$C(\tau)=\sum_i w_ie^{-\tau\lambda_i},\qquad b^\dagger A^{-1}b=\sum_i\frac{w_i}{\lambda_i}.$$

An antiderivative of $C$ is $F(t)=-\sum_i w_ie^{-t\lambda_i}/\lambda_i$. Hence

$$\int_0^T C\,d\tau=F(T)-F(0)=\sum_i w_i\frac{1-e^{-T\lambda_i}}{\lambda_i},$$

and the error is exactly $\sum_i w_ie^{-T\lambda_i}/\lambda_i\ge0$. As $C\ge0$ and $F(t)\to0$ for $t\to\infty$, $C$ is integrable on $(0,\infty)$ with integral $-F(0)=b^\dagger A^{-1}b$.

For $\lambda>a$ and $T\ge0$,

$$\frac{e^{-T\lambda}}{\lambda}\le\frac{e^{-Ta}}{\lambda}<\frac{e^{-Ta}}{a}.$$

For $\lambda=a$ the two ends are equal. Multiplying by $w_i$ and summing gives the upper bound. Since the inequality holds term by term, the sums are equal exactly when all terms are, that is, when each $i$ has $w_i=0$ or $\lambda_i=a$. This is the same as $\lambda_i(V^\dagger b)_i=a(V^\dagger b)_i$ for all $i$, that is, $Ab=ab$.

## Lean file

```lean
import Mathlib

open Matrix MeasureTheory Filter Topology
open scoped ComplexOrder

namespace ImaginaryTimeNEVPT2

noncomputable section

variable {n : Type*} [Fintype n] [DecidableEq n] {A : Matrix n n ℂ}

/-- The imaginary-time correlation function `b† exp(-τA) b` of a coupling vector `b`. -/
def correlation (A : Matrix n n ℂ) (b : n → ℂ) (τ : ℝ) : ℂ :=
  star b ⬝ᵥ (NormedSpace.exp ((-(τ : ℂ)) • A) *ᵥ b)

/-- What is missing from `b† A⁻¹ b` when the imaginary-time integral stops at `T`;
the domain is invertible `A`. -/
def truncationError (A : Matrix n n ℂ) (b : n → ℂ) (T : ℝ) : ℂ :=
  star b ⬝ᵥ (A⁻¹ *ᵥ b) - ∫ τ in (0 : ℝ)..T, correlation A b τ

/-- The matrix whose columns are orthonormal eigenvectors of the Hermitian matrix `A`. -/
abbrev frame (hA : A.IsHermitian) : Matrix n n ℂ := hA.eigenvectorUnitary

/-- The spectral weight of `b` on the `i`-th eigenvector of `A`. -/
def weight (hA : A.IsHermitian) (b : n → ℂ) (i : n) : ℝ :=
  ‖((frame hA)ᴴ *ᵥ b) i‖ ^ 2

/-- The eigenvector matrix is unitary and diagonalises the Hermitian matrix `A`. -/
theorem frame_spec (hA : A.IsHermitian) :
    (frame hA)ᴴ * frame hA = 1 ∧ frame hA * (frame hA)ᴴ = 1 ∧
      A = frame hA * diagonal (fun i => (hA.eigenvalues i : ℂ)) * (frame hA)ᴴ := by
  refine ⟨mem_unitaryGroup_iff'.mp hA.eigenvectorUnitary.2,
    mem_unitaryGroup_iff.mp hA.eigenvectorUnitary.2, ?_⟩
  have h := hA.spectral_theorem
  rw [Unitary.conjStarAlgAut_apply] at h
  exact h

/-- The quadratic form `b† M b` of a matrix `M` that is diagonal in the eigenbasis of `A`, with real
entries `d i`, is the sum of the `d i` times the spectral weights. -/
theorem expectation_eq_sum (hA : A.IsHermitian) (d : n → ℝ) (b : n → ℂ) :
    star b ⬝ᵥ ((frame hA * diagonal (fun i => (d i : ℂ)) * (frame hA)ᴴ) *ᵥ b)
      = ((∑ i, weight hA b i * d i : ℝ) : ℂ) := by
  have h : star b ᵥ* frame hA = star ((frame hA)ᴴ *ᵥ b) := by
    rw [star_mulVec, conjTranspose_conjTranspose]
  rw [← mulVec_mulVec, ← mulVec_mulVec, dotProduct_mulVec, h]
  simp only [weight, dotProduct, mulVec_diagonal, Pi.star_apply]
  push_cast
  refine Finset.sum_congr rfl fun i _ => ?_
  have h2 := Complex.conj_mul' (((frame hA)ᴴ *ᵥ b) i)
  rw [← starRingEnd_apply]
  linear_combination (d i : ℂ) * h2

/-- The spectral weights add up to the squared norm of `b`. -/
theorem sum_weight (hA : A.IsHermitian) (b : n → ℂ) :
    ∑ i, weight hA b i = ∑ i, ‖b i‖ ^ 2 := by
  have h := expectation_eq_sum hA (fun _ => 1) b
  simp only [Complex.ofReal_one, diagonal_one, mul_one, (frame_spec hA).2.1, one_mulVec] at h
  have h2 : star b ⬝ᵥ b = ((∑ i, ‖b i‖ ^ 2 : ℝ) : ℂ) := by
    simp only [dotProduct, Pi.star_apply]
    push_cast
    exact Finset.sum_congr rfl fun i _ => Complex.conj_mul' (b i)
  exact Complex.ofReal_injective (h.symm.trans h2)

/-- For Hermitian `A` the correlation function is a sum of exponentials in imaginary time, one for
each eigenvalue, with the spectral weights as coefficients. -/
theorem correlation_eq_sum (hA : A.IsHermitian) (b : n → ℂ) (τ : ℝ) :
    correlation A b τ
      = ((∑ i, weight hA b i * Real.exp (-(τ * hA.eigenvalues i)) : ℝ) : ℂ) := by
  obtain ⟨h1, h2, h3⟩ := frame_spec hA
  have hinv : (frame hA)⁻¹ = (frame hA)ᴴ := inv_eq_right_inv h2
  have hu : IsUnit (frame hA) := ⟨⟨frame hA, (frame hA)ᴴ, h2, h1⟩, rfl⟩
  have hs : (-(τ : ℂ)) • A = frame hA *
      diagonal ((-(τ : ℂ)) • fun i => (hA.eigenvalues i : ℂ)) * (frame hA)⁻¹ := by
    rw [hinv, diagonal_smul, Matrix.mul_smul, Matrix.smul_mul]
    exact congrArg (fun X => (-(τ : ℂ)) • X) h3
  -- the exponential acts on each eigenvalue separately
  have hf : NormedSpace.exp ((-(τ : ℂ)) • fun i => (hA.eigenvalues i : ℂ))
      = fun i => ((Real.exp (-(τ * hA.eigenvalues i)) : ℝ) : ℂ) := by
    funext i
    rw [Pi.coe_exp, ← Complex.exp_eq_exp_ℂ, Pi.smul_apply, smul_eq_mul]
    push_cast
    rw [neg_mul]
  rw [correlation, hs, Matrix.exp_conj _ _ hu, Matrix.exp_diagonal, hinv, hf]
  exact expectation_eq_sum hA _ b

/-- For Hermitian `A` with positive eigenvalues, `b† A⁻¹ b` is the sum of the spectral weights
divided by the eigenvalues. -/
theorem inverse_eq_sum (hA : A.IsHermitian) (hpos : ∀ i, 0 < hA.eigenvalues i) (b : n → ℂ) :
    star b ⬝ᵥ (A⁻¹ *ᵥ b) = ((∑ i, weight hA b i * (hA.eigenvalues i)⁻¹ : ℝ) : ℂ) := by
  obtain ⟨h1, h2, h3⟩ := frame_spec hA
  have hd : diagonal (fun i => (hA.eigenvalues i : ℂ)) *
      diagonal (fun i => (((hA.eigenvalues i)⁻¹ : ℝ) : ℂ)) = 1 := by
    rw [diagonal_mul_diagonal, ← diagonal_one]
    congr 1
    funext i
    rw [← Complex.ofReal_mul, mul_inv_cancel₀ (hpos i).ne', Complex.ofReal_one]
  rw [← expectation_eq_sum hA]
  congr 2
  apply inv_eq_right_inv
  refine (congrArg (fun X => X * (frame hA *
    diagonal (fun i => (((hA.eigenvalues i)⁻¹ : ℝ) : ℂ)) * (frame hA)ᴴ)) h3).trans ?_
  calc _ = frame hA * (diagonal (fun i => (hA.eigenvalues i : ℂ)) *
        (((frame hA)ᴴ * frame hA) *
          diagonal (fun i => (((hA.eigenvalues i)⁻¹ : ℝ) : ℂ)))) * (frame hA)ᴴ := by
        simp only [mul_assoc]
    _ = 1 := by rw [h1, one_mul, hd, mul_one, h2]

omit [DecidableEq n] in
/-- A sum of exponentials with positive decay rates `l i` has the expected antiderivative. -/
theorem hasDerivAt_tail (w l : n → ℝ) (hl : ∀ i, 0 < l i) (x : ℝ) :
    HasDerivAt (fun t => -∑ i, w i * (Real.exp (-(t * l i)) / l i))
      (∑ i, w i * Real.exp (-(x * l i))) x := by
  have h : ∀ i ∈ Finset.univ, HasDerivAt (fun t => w i * (Real.exp (-(t * l i)) / l i))
      (-(w i * Real.exp (-(x * l i)))) x := by
    intro i _
    have hi := (hl i).ne'
    exact (((((hasDerivAt_id' x).mul_const (l i)).fun_neg.exp).div_const (l i)).const_mul
      (w i)).congr_deriv (by field_simp)
  exact (HasDerivAt.fun_sum h).fun_neg.congr_deriv (by rw [Finset.sum_neg_distrib, neg_neg])

/-- For Hermitian `A` with positive eigenvalues, the correlation function is integrable over
positive imaginary time, and its integral is `b† A⁻¹ b`. -/
theorem integral_correlation (hA : A.IsHermitian) (hpos : ∀ i, 0 < hA.eigenvalues i)
    (b : n → ℂ) :
    IntegrableOn (correlation A b) (Set.Ioi 0) ∧
      ∫ τ in Set.Ioi (0 : ℝ), correlation A b τ = star b ⬝ᵥ (A⁻¹ *ᵥ b) := by
  have hc := funext (correlation_eq_sum hA b)
  have hd := hasDerivAt_tail (weight hA b) hA.eigenvalues hpos
  have h0 : ∀ x ∈ Set.Ioi (0 : ℝ),
      0 ≤ ∑ i, weight hA b i * Real.exp (-(x * hA.eigenvalues i)) := fun x _ =>
    Finset.sum_nonneg fun i _ => mul_nonneg (sq_nonneg _) (Real.exp_pos _).le
  -- the antiderivative vanishes at infinite imaginary time
  have ht : Tendsto (fun t : ℝ => -∑ i, weight hA b i *
      (Real.exp (-(t * hA.eigenvalues i)) / hA.eigenvalues i)) atTop (𝓝 0) := by
    have h : ∀ i ∈ Finset.univ, Tendsto (fun t : ℝ => weight hA b i *
        (Real.exp (-(t * hA.eigenvalues i)) / hA.eigenvalues i)) atTop (𝓝 0) := by
      intro i _
      have h1 := ((Real.tendsto_exp_neg_atTop_nhds_zero.comp
        (tendsto_id.atTop_mul_const (hpos i))).div_const (hA.eigenvalues i)).const_mul
        (weight hA b i)
      rw [zero_div, mul_zero] at h1
      exact h1
    have h2 := (tendsto_finsetSum _ h).neg
    rw [Finset.sum_const_zero, neg_zero] at h2
    exact h2
  rw [hc]
  refine ⟨(integrableOn_Ioi_deriv_of_nonneg' (fun x _ => hd x) h0 ht).ofReal, ?_⟩
  rw [integral_complex_ofReal, integral_Ioi_of_hasDerivAt_of_nonneg' (fun x _ => hd x) h0 ht,
    inverse_eq_sum hA hpos]
  simp

/-- For Hermitian `A` with positive eigenvalues, the truncation error is a sum over eigenvalues of
spectral weight times `exp(-Tλ)/λ`. -/
theorem truncationError_eq_sum (hA : A.IsHermitian) (hpos : ∀ i, 0 < hA.eigenvalues i)
    (b : n → ℂ) (T : ℝ) :
    truncationError A b T = ((∑ i, weight hA b i *
      (Real.exp (-(T * hA.eigenvalues i)) / hA.eigenvalues i) : ℝ) : ℂ) := by
  rw [truncationError, funext (correlation_eq_sum hA b), intervalIntegral.integral_ofReal,
    inverse_eq_sum hA hpos, intervalIntegral.integral_eq_sub_of_hasDerivAt
      (fun x _ => hasDerivAt_tail (weight hA b) hA.eigenvalues hpos x)
      (Continuous.intervalIntegrable (by fun_prop) _ _), ← Complex.ofReal_sub]
  congr 1
  simp

/-- For Hermitian `A`, `b` satisfies `A b = a b` exactly when it has no spectral weight on
eigenvalues other than `a`. -/
theorem eigenvector_iff (hA : A.IsHermitian) (a : ℝ) (b : n → ℂ) :
    A *ᵥ b = (a : ℂ) • b ↔ ∀ i, weight hA b i = 0 ∨ hA.eigenvalues i = a := by
  obtain ⟨h1, h2, h3⟩ := frame_spec hA
  have hVA : (frame hA)ᴴ * A
      = diagonal (fun i => (hA.eigenvalues i : ℂ)) * (frame hA)ᴴ := by
    refine (congrArg (fun X => (frame hA)ᴴ * X) h3).trans ?_
    simp only [← mul_assoc]
    rw [h1, one_mul]
  have hl : ∀ i, ((frame hA)ᴴ *ᵥ (A *ᵥ b)) i
      = hA.eigenvalues i * ((frame hA)ᴴ *ᵥ b) i := fun i => by
    rw [mulVec_mulVec, hVA, ← mulVec_mulVec, mulVec_diagonal]
  have hr : ∀ i, ((frame hA)ᴴ *ᵥ ((a : ℂ) • b)) i = a * ((frame hA)ᴴ *ᵥ b) i := fun i => by
    rw [mulVec_smul, Pi.smul_apply, smul_eq_mul]
  constructor
  · intro h i
    have hi := hl i
    rw [h, hr i] at hi
    rcases mul_eq_mul_right_iff.mp hi with h4 | h4
    · exact Or.inr (Complex.ofReal_injective h4).symm
    · left
      rw [weight, h4, norm_zero, zero_pow two_ne_zero]
  · intro h
    have hv : (frame hA)ᴴ *ᵥ (A *ᵥ b) = (frame hA)ᴴ *ᵥ ((a : ℂ) • b) := by
      funext i
      rw [hl, hr]
      rcases h i with h4 | h4
      · rw [norm_eq_zero.mp (pow_eq_zero_iff two_ne_zero |>.mp h4), mul_zero, mul_zero]
      · rw [h4]
    have h5 := congrArg (fun v => frame hA *ᵥ v) hv
    simpa only [mulVec_mulVec, ← mul_assoc, h2, one_mul, one_mulVec] using h5

/-- If `A` is Hermitian with all eigenvalues at least `a > 0`, then cutting the imaginary-time
integral at `T ≥ 0` leaves a real error between `0` and `exp(-aT)‖b‖²/a`. The upper bound is
attained exactly when `A b = a b`. -/
theorem truncationError_bounds (hA : A.IsHermitian) {a T : ℝ} (ha : 0 < a)
    (hgap : ∀ i, a ≤ hA.eigenvalues i) (hT : 0 ≤ T) (b : n → ℂ) :
    0 ≤ truncationError A b T ∧
    truncationError A b T ≤ ((Real.exp (-(a * T)) * (∑ i, ‖b i‖ ^ 2) / a : ℝ) : ℂ) ∧
    (truncationError A b T = ((Real.exp (-(a * T)) * (∑ i, ‖b i‖ ^ 2) / a : ℝ) : ℂ) ↔
      A *ᵥ b = (a : ℂ) • b) := by
  have hpos : ∀ i, 0 < hA.eigenvalues i := fun i => ha.trans_le (hgap i)
  have hw : ∀ i, 0 ≤ weight hA b i := fun i => sq_nonneg _
  -- for l > a, exp(-Tl)/l is strictly smaller than its value at l = a
  have hlt : ∀ l, a < l → Real.exp (-(T * l)) / l < Real.exp (-(T * a)) / a := by
    intro l h
    have hl : 0 < l := ha.trans h
    have he : Real.exp (-(T * l)) ≤ Real.exp (-(T * a)) :=
      Real.exp_le_exp.mpr (neg_le_neg (mul_le_mul_of_nonneg_left h.le hT))
    exact (div_le_div_of_nonneg_right he hl.le).trans_lt
      (div_lt_div_of_pos_left (Real.exp_pos _) ha h)
  have hle : ∀ i ∈ Finset.univ, weight hA b i *
      (Real.exp (-(T * hA.eigenvalues i)) / hA.eigenvalues i)
        ≤ weight hA b i * (Real.exp (-(T * a)) / a) := by
    intro i _
    refine mul_le_mul_of_nonneg_left ?_ (hw i)
    rcases (hgap i).eq_or_lt with h | h
    · rw [← h]
    · exact (hlt _ h).le
  have hB : Real.exp (-(a * T)) * (∑ i, ‖b i‖ ^ 2) / a
      = ∑ i, weight hA b i * (Real.exp (-(T * a)) / a) := by
    rw [← Finset.sum_mul, sum_weight, mul_comm a T]
    ring
  rw [truncationError_eq_sum hA hpos, hB]
  refine ⟨Complex.zero_le_real.mpr (Finset.sum_nonneg fun i _ =>
    mul_nonneg (hw i) (div_pos (Real.exp_pos _) (hpos i)).le),
    Complex.real_le_real.mpr (Finset.sum_le_sum hle), ?_⟩
  -- equality of the sums means equality term by term
  rw [Complex.ofReal_inj, Finset.sum_eq_sum_iff_of_le hle, eigenvector_iff hA]
  constructor
  · intro h i
    rcases mul_eq_mul_left_iff.mp (h i (Finset.mem_univ i)) with h4 | h4
    · right
      by_contra hne
      exact (hlt _ (lt_of_le_of_ne (hgap i) (Ne.symm hne))).ne h4
    · exact Or.inl h4
  · intro h i _
    rcases h i with h4 | h4
    · rw [h4, zero_mul, zero_mul]
    · rw [h4]

end

end ImaginaryTimeNEVPT2
```

```lean
#print axioms ImaginaryTimeNEVPT2.integral_correlation
#print axioms ImaginaryTimeNEVPT2.truncationError_bounds
```

```
'ImaginaryTimeNEVPT2.integral_correlation' depends on axioms: [propext, Classical.choice, Quot.sound]
'ImaginaryTimeNEVPT2.truncationError_bounds' depends on axioms: [propext, Classical.choice, Quot.sound]
```

## Matrices, norms and order in the Lean statements

The type `n` labels the perturber basis, `correlation A b τ` is $C(\tau)$, and `truncationError A b T` is the difference bounded above. For Hermitian `A`, `integral_correlation` needs only positive eigenvalues; it states integrability separately from the value because Lean assigns the integral $0$ to a non-integrable function. In `truncationError_bounds`, `hgap` is the condition $\lambda_i\ge a$, and `∑ i, ‖b i‖ ^ 2` is the squared Euclidean norm. The inequalities use the order on $\mathbb C$, in which comparable numbers have equal imaginary parts, so `0 ≤ truncationError A b T` also says that the error is real.

## From diagonalisation to the equality case

`frame_spec` supplies $V$, and `expectation_eq_sum` turns any real diagonal matrix in the eigenbasis into a weighted sum. From it follow `sum_weight`, `correlation_eq_sum` and `inverse_eq_sum`. `hasDerivAt_tail` differentiates $F$; `integral_correlation` takes its limit at infinity, and `truncationError_eq_sum` evaluates it at $0$ and $T$. In the final theorem, `hlt` is the strict scalar inequality, `Finset.sum_le_sum` adds up the terms, and `Finset.sum_eq_sum_iff_of_le` reduces equality to single terms, which `eigenvector_iff` translates into $Ab=ab$.

## Gap, basis and numerical errors

The gap $a$ is a hypothesis. Physically, it says that every perturber level lies at least $a$ above the reference energy, so no energy denominator is smaller than $a$. A small $a$ still allows nearly degenerate intruder states, and the bound is then large unless $T$ is long. A code must supply a true lower bound: the lowest Ritz value from a Lanczos run lies at or above the lowest eigenvalue, and using it as $a$ can make the error estimate too small.

The theorems concern the cutoff alone. Quadrature error, time-step error and approximations to $A$ or $b$ need their own estimates. In a non-orthogonal perturber basis the eigenvalues of the matrix $A$ are in general not the excitation energies; orthonormalising the basis first restores the reading of $a$ as an energy gap.
